# Strain derivative of the local exchange-correlation energy with a nonlinear core correction, for isotropic strain on a finite grid

Stretch a crystal cell of volume $\Omega$ by a factor $s$ in every direction, and follow the exchange-correlation energy at a single grid point. The valence density $n$ is diluted to $n/s^3$. A pseudopotential with a nonlinear core correction adds a core density before the energy is evaluated, and this core charge does not stretch: it belongs to the atom and keeps its shape. In Fourier space its form factor $F$ is a fixed function of wave number, while the wave number itself shrinks from $g$ to $g/s$.

With one wave number and a real coefficient $a$, the total density is

$$\rho(s)=\frac{1}{s^3}\left(n+\frac{F(g/s)\,a}{\Omega}\right),\qquad \rho'(1)=-3\rho(1)-\frac{g\,F'(g)\,a}{\Omega}.$$

The first term dilutes the whole density, as if the core stretched too; the second corrects for the core keeping its shape. For an energy $E(s)=s^3w\,e(\rho(s))$, with grid weight $w$, energy density $e$ and potential $v=e'(\rho(1))$, the product and chain rules give

$$E'(1)=3E(1)-3w\,v\,\rho(1)-\frac{w}{\Omega}\,v\,g\,F'(g)\,a.$$

The general result sums this over grid points and reciprocal vectors. In plane-wave density-functional calculations it gives the exchange-correlation part of the pressure, here for norm-conserving pseudopotentials, a single core form factor, a functional of the local density alone and isotropic strain.

## The strained core density and the energy

```lean
import Mathlib

open Matrix

namespace CoreCorrectionStress

noncomputable section

variable {ι κ : Type*} [Fintype κ]
```

The type `ι` labels grid points and `κ` labels reciprocal vectors. `Fintype κ` makes the set of reciprocal vectors finite, as with a plane-wave cutoff.

```lean
/-- The core density `c s i` at grid point `i` of the cell strained by `s`: for every `s > 0`,
the cell volume `s ^ 3 * Ω` times the density is the Fourier sum of the form factor `F` at the
strained wave numbers `g G / s`, with coefficients `a i G`. -/
def IsCoreDensity (Ω : ℝ) (F : ℝ → ℝ) (g : κ → ℝ) (a : ι → κ → ℝ) (c : ℝ → ι → ℝ) : Prop :=
  ∀ s, 0 < s → ∀ i, s ^ 3 * Ω * c s i = ∑ G, F (g G / s) * a i G
```

`IsCoreDensity` is a condition on a function `c`, where `c s i` is the core density $c_i(s)$. For every $s>0$ and every grid point $i$ it demands

$$s^3\Omega\,c_i(s)=\sum_G F(g_G/s)\,a_{iG}.$$

Here $g_G$ is the length of the reciprocal vector $G$ in the unstrained cell. The real number $a_{iG}$ carries the phases: for one atomic species, $a_{iG}=\sum_R\cos(G\cdot(r_i-R))$, with grid point $r_i$ and the atoms of one cell at $R$. The letter $s$ is the stretch factor, so the unstrained cell has $s=1$; the textbook strain is $s-1$.

```lean
/-- The exchange-correlation energy on the grid at strain `s ≠ 0`: the energy density `e` is
evaluated at the diluted valence density plus the core density, with grid weight `s ^ 3 * w`. -/
def xcEnergy [Fintype ι] (e : ℝ → ℝ) (w : ℝ) (n : ι → ℝ) (c : ℝ → ι → ℝ) (s : ℝ) : ℝ :=
  s ^ 3 * w * ∑ i, e (n i / s ^ 3 + c s i)
```

In ordinary notation,

$$E(s)=s^3w\sum_i e\!\left(\frac{n_i}{s^3}+c_i(s)\right).$$

The function `e` is energy per volume, not the energy per electron that many textbooks tabulate. The weight `w` is normally $\Omega$ divided by the number of grid points, but the theorems allow any real value.

```lean
variable {Ω w s : ℝ} {e F : ℝ → ℝ} {g dF : κ → ℝ} {a : ι → κ → ℝ} {c : ℝ → ι → ℝ}
  {n v : ι → ℝ}

/-- The phase `G · r` is unchanged when positions are scaled by `s ≠ 0` and reciprocal vectors
by `1 / s`. -/
theorem phase_invariant (hs : s ≠ 0) (G r : Fin 3 → ℝ) :
    (s⁻¹ • G) ⬝ᵥ (s • r) = G ⬝ᵥ r := by
  rw [smul_dotProduct, dotProduct_smul, smul_smul, inv_mul_cancel₀ hs, one_smul]
```

The `variable` lines declare the symbols used from here on. The theorem says $(G/s)\cdot(s\,r)=G\cdot r$ for $s\neq0$; `⬝ᵥ` is the dot product and `•` multiplies a vector by a number. The two factors cancel. This is the physical reason for giving $a_{iG}$ no dependence on $s$, provided that the atoms move with the cell.

```lean
/-- For a cell of positive volume, the core density is the Fourier sum divided by the strained
volume, at every positive strain. -/
theorem isCoreDensity_iff (hΩ : 0 < Ω) :
    IsCoreDensity Ω F g a c ↔
      ∀ s, 0 < s → ∀ i, c s i = (∑ G, F (g G / s) * a i G) / (s ^ 3 * Ω) := by
  constructor
  · intro h s hs i
    have hne : s ^ 3 * Ω ≠ 0 := by positivity
    rw [eq_div_iff hne]
    linear_combination h s hs i
  · intro h s hs i
    have hne : s ^ 3 * Ω ≠ 0 := by positivity
    have h1 := h s hs i
    rw [eq_div_iff hne] at h1
    linear_combination h1
```

For $\Omega>0$ the defining relation is equivalent to the explicit formula

$$c_i(s)=\frac{1}{s^3\Omega}\sum_G F(g_G/s)\,a_{iG}.$$

The two halves of the proof multiply and divide by $s^3\Omega$, which `positivity` shows to be nonzero. With $\Omega=0$ the density $c$ would drop out of the relation, which could then not fix its value, so a nonzero volume is needed; a positive one is the physical case.

## Dilution and the rigid core

```lean
/-- Strain derivative of the core density at `s > 0` in a cell of positive volume: a dilution
term and a form-factor term. `F` has derivative `dF G` at each nonzero strained wave number. -/
theorem hasDerivAt_coreDensity (hΩ : 0 < Ω) (hc : IsCoreDensity Ω F g a c) (hs : 0 < s)
    (hF : ∀ G, g G ≠ 0 → HasDerivAt F (dF G) (g G / s)) (i : ι) :
    HasDerivAt (fun t => c t i)
      (-(3 * c s i + (∑ G, g G / s * dF G * a i G) / (s ^ 3 * Ω)) / s) s := by
  -- each form factor responds through its wave number g / t
  have hG : ∀ G, HasDerivAt (fun t => F (g G / t)) (-(g G / s ^ 2) * dF G) s := by
    intro G
    by_cases h : g G = 0
    · simp only [h, zero_div, neg_zero, zero_mul]
      exact hasDerivAt_const s (F 0)
    · have hq : HasDerivAt (fun t : ℝ => g G / t) (-(g G / s ^ 2)) s := by
        have h1 := (hasDerivAt_inv hs.ne').const_mul (g G)
        simpa [div_eq_mul_inv] using h1
      exact ((hF G h).comp s hq).congr_deriv (by ring)
  have hsum : HasDerivAt (fun t => ∑ G, F (g G / t) * a i G)
      (∑ G, -(g G / s ^ 2) * dF G * a i G) s :=
    HasDerivAt.fun_sum (fun G _ => (hG G).mul_const (a i G))
  have hden : HasDerivAt (fun t : ℝ => t ^ 3 * Ω) (3 * s ^ 2 * Ω) s := by
    simpa using (hasDerivAt_pow 3 s).mul_const Ω
  have hne : s ^ 3 * Ω ≠ 0 := by positivity
  have hev : (fun t => c t i) =ᶠ[nhds s]
      fun t => (∑ G, F (g G / t) * a i G) / (t ^ 3 * Ω) := by
    filter_upwards [lt_mem_nhds hs] with t ht
    exact (isCoreDensity_iff hΩ).1 hc t ht i
  refine ((hsum.fun_div hden hne).congr_of_eventuallyEq hev).congr_deriv ?_
  have hS : ∑ G, -(g G / s ^ 2) * dF G * a i G = -(∑ G, g G / s * dF G * a i G) / s := by
    rw [← Finset.sum_neg_distrib, Finset.sum_div]
    exact Finset.sum_congr rfl fun G _ => by ring
  rw [hS, ← hc s hs i]
  generalize (∑ G, g G / s * dF G * a i G) = S
  field_simp
  ring
```

`HasDerivAt f d x` means that $f$ is differentiable at $x$ with derivative $d$. Parentheses before the colon hold the hypotheses, and the conclusion follows it. `dF` is a list of numbers, one per reciprocal vector: `dF G` is $F'(g_G/s)$ whenever $g_G\neq0$. The conclusion reads

$$c_i'(s)=-\frac1s\left[3c_i(s)+\frac{1}{s^3\Omega}\sum_G\frac{g_G}{s}F'(g_G/s)\,a_{iG}\right].$$

By hand, the chain rule gives $\frac{d}{ds}F(g_G/s)=-\frac{g_G}{s^2}F'(g_G/s)$. Multiplying this by $a_{iG}/(s^3\Omega)$ and summing over $G$ gives the form-factor term. Differentiating $1/s^3$ contributes $-3c_i(s)/s$, and the two terms add up to the formula.

In the proof, `hG` is the chain rule, with two cases. If $g_G=0$, the argument of $F$ stays at zero and the derivative vanishes, whether or not $F$ is smooth there. A radial form factor such as $e^{-|q|}$, with a cusp at $q=0$, is therefore admitted. `hsum` and `hden` differentiate numerator and denominator. Since $c$ is specified only for positive $s$, `hev` records that it agrees with the quotient near the point in question, which is enough for a derivative. `field_simp` and `ring` finish the algebra.

```lean
variable [Fintype ι]

/-- Strain derivative of the exchange-correlation energy at any `s > 0` in a cell of positive
volume. `v i` is the derivative of `e` at the total density of point `i`, and `dF G` that of `F`
at each nonzero strained wave number. -/
theorem hasDerivAt_xcEnergy (hΩ : 0 < Ω) (hc : IsCoreDensity Ω F g a c) (hs : 0 < s)
    (he : ∀ i, HasDerivAt e (v i) (n i / s ^ 3 + c s i))
    (hF : ∀ G, g G ≠ 0 → HasDerivAt F (dF G) (g G / s)) :
    HasDerivAt (xcEnergy e w n c)
      ((3 * xcEnergy e w n c s - 3 * (s ^ 3 * w) * ∑ i, v i * (n i / s ^ 3 + c s i)
        - w / Ω * ∑ i, ∑ G, v i * (g G / s) * dF G * a i G) / s) s := by
  have hp : HasDerivAt (fun t : ℝ => t ^ 3) (3 * s ^ 2) s := by
    simpa using hasDerivAt_pow 3 s
  -- response of the total density
  have hρ : ∀ i, HasDerivAt (fun t => n i / t ^ 3 + c t i)
      (-(3 * (n i / s ^ 3 + c s i)
        + (∑ G, g G / s * dF G * a i G) / (s ^ 3 * Ω)) / s) s := by
    intro i
    have h1 : HasDerivAt (fun t : ℝ => n i / t ^ 3) (-(3 * (n i / s ^ 3)) / s) s := by
      refine ((hasDerivAt_const s (n i)).fun_div hp (by positivity)).congr_deriv ?_
      field_simp
      ring
    exact (h1.fun_add (hasDerivAt_coreDensity hΩ hc hs hF i)).congr_deriv (by ring)
  have hi : ∀ i, HasDerivAt (fun t => e (n i / t ^ 3 + c t i))
      (v i * (-(3 * (n i / s ^ 3 + c s i)
        + (∑ G, g G / s * dF G * a i G) / (s ^ 3 * Ω)) / s)) s :=
    fun i => (he i).comp s (hρ i)
  refine ((hp.mul_const w).fun_mul
    (HasDerivAt.fun_sum (u := Finset.univ) fun i _ => hi i)).congr_deriv ?_
  -- separate the dilution term from the form-factor term
  have hS : ∀ i, ∑ G, v i * (g G / s) * dF G * a i G
      = v i * ∑ G, g G / s * dF G * a i G := by
    intro i
    rw [Finset.mul_sum]
    exact Finset.sum_congr rfl fun G _ => by ring
  have hsplit : ∑ i, v i * (-(3 * (n i / s ^ 3 + c s i)
        + (∑ G, g G / s * dF G * a i G) / (s ^ 3 * Ω)) / s)
      = -(3 * ∑ i, v i * (n i / s ^ 3 + c s i)
        + (∑ i, ∑ G, v i * (g G / s) * dF G * a i G) / (s ^ 3 * Ω)) / s := by
    simp only [hS]
    rw [Finset.mul_sum, Finset.sum_div, ← Finset.sum_add_distrib,
      ← Finset.sum_neg_distrib, Finset.sum_div]
    exact Finset.sum_congr rfl fun i _ => by ring
  rw [hsplit]
  simp only [xcEnergy]
  generalize (∑ i, e (n i / s ^ 3 + c s i)) = A
  generalize (∑ i, v i * (n i / s ^ 3 + c s i)) = B
  generalize (∑ i, ∑ G, v i * (g G / s) * dF G * a i G) = D
  field_simp
  ring
```

The grid is now finite too. Write $\rho_i(s)=n_i/s^3+c_i(s)$ and $v_i=e'(\rho_i(s))$. At any $s>0$,

$$E'(s)=\frac1s\left[3E(s)-3s^3w\sum_i v_i\rho_i(s)-\frac w\Omega\sum_{i,G}v_i\frac{g_G}{s}F'(g_G/s)\,a_{iG}\right].$$

To derive it, set $S_i=\sum_G (g_G/s)F'(g_G/s)a_{iG}$. The valence term obeys $(n_i/s^3)'=-3(n_i/s^3)/s$, so adding the core derivative gives

$$\rho_i'(s)=-\frac1s\left[3\rho_i(s)+\frac{S_i}{s^3\Omega}\right].$$

The product rule then gives

$$E'(s)=3s^2w\sum_i e(\rho_i(s))+s^3w\sum_i v_i\,\rho_i'(s).$$

The first term is $3E(s)/s$, and inserting $\rho_i'$ in the second yields the other two.

The Lean steps run in this order: `hρ` is the density response, `hi` the chain rule through $e$, and `hsplit` separates the dilution term from the form-factor term. The `generalize` lines replace the three sums by single letters, leaving an identity between fractions.

## The unstrained cell

```lean
/-- Strain derivative of the exchange-correlation energy, with nonlinear core correction, at the
unstrained cell of positive volume. `v i` is the derivative of `e` at the total density of point
`i`, and `dF G` that of `F` at each nonzero wave number. -/
theorem strain_derivative (hΩ : 0 < Ω) (hc : IsCoreDensity Ω F g a c)
    (he : ∀ i, HasDerivAt e (v i) (n i + c 1 i))
    (hF : ∀ G, g G ≠ 0 → HasDerivAt F (dF G) (g G)) :
    HasDerivAt (xcEnergy e w n c)
      (3 * xcEnergy e w n c 1 - 3 * w * ∑ i, v i * (n i + c 1 i)
        - w / Ω * ∑ i, ∑ G, v i * g G * dF G * a i G) 1 := by
  have h := hasDerivAt_xcEnergy (w := w) (n := n) (v := v) (dF := dF) hΩ hc one_pos
    (by simpa using he) (by simpa using hF)
  simpa using h
```

Setting $s=1$ gives

$$E'(1)=3E(1)-3w\sum_i v_i\rho_i-\frac w\Omega\sum_{i,G}v_i\,g_G\,F'(g_G)\,a_{iG},$$

with $\rho_i=n_i+c_i(1)$ and $v_i=e'(\rho_i)$. The proof applies the previous theorem at $s=1$, and `simpa` removes the powers of one.

For a numerical instance, with values and functions chosen for easy arithmetic and not as a realistic material, take one grid point and one wave number, with $\Omega=w=n=g=a=1$, $F(q)=1/(1+q^2)$ and $e(\rho)=-\rho^2$. Then $F(1)=\tfrac12$, $F'(1)=-\tfrac12$, $\rho=\tfrac32$, $v=-3$ and $E(1)=-\tfrac94$. The three terms are

$$-6.75+13.5-1.5=5.25.$$

Direct differentiation agrees. Here $E(s)=-N(s)^2/s^3$ with $N(s)=1+s^2/(1+s^2)$, so $N(1)=\tfrac32$, $N'(1)=\tfrac12$ and

$$E'(1)=-2N(1)N'(1)+3N(1)^2=-1.5+6.75=5.25.$$

Leaving out the form-factor term, with the same total density, would have given $6.75$.

## From strain to pressure

```lean
/-- If an energy has strain derivative `D` at `s = 1`, its derivative with respect to the cell
volume at `Ω > 0` is `D / (3 * Ω)`. -/
theorem volume_derivative {E : ℝ → ℝ} {D : ℝ} (hΩ : 0 < Ω) (hE : HasDerivAt E D 1) :
    HasDerivAt (fun V => E ((V / Ω) ^ (1 / 3 : ℝ))) (D / (3 * Ω)) Ω := by
  have hr : HasDerivAt (fun V : ℝ => (V / Ω) ^ (1 / 3 : ℝ)) (1 / (3 * Ω)) Ω := by
    have h := ((hasDerivAt_id' Ω).div_const Ω).rpow_const (p := 1 / 3)
      (Or.inl (div_ne_zero hΩ.ne' hΩ.ne'))
    refine h.congr_deriv ?_
    rw [div_self hΩ.ne', Real.one_rpow]
    ring
  have h1 : (Ω / Ω) ^ (1 / 3 : ℝ) = 1 := by rw [div_self hΩ.ne', Real.one_rpow]
  have hE' : HasDerivAt E D ((Ω / Ω) ^ (1 / 3 : ℝ)) := by rw [h1]; exact hE
  exact (HasDerivAt.comp (h := fun V : ℝ => (V / Ω) ^ (1 / 3 : ℝ)) Ω hE' hr).congr_deriv
    (by ring)
```

The strained volume is $V=s^3\Omega$, so $s=(V/\Omega)^{1/3}$ and $ds/dV=1/(3\Omega)$ at $V=\Omega$. An energy with strain derivative $D$ at $s=1$ thus has volume derivative $D/(3\Omega)$. In the proof, `hr` differentiates the cube root and `comp` is the chain rule.

```lean
/-- The volume derivative of the exchange-correlation energy at `Ω > 0`, written as minus the
pressure, under the differentiability conditions of `strain_derivative`. -/
theorem xc_pressure (hΩ : 0 < Ω) (hc : IsCoreDensity Ω F g a c)
    (he : ∀ i, HasDerivAt e (v i) (n i + c 1 i))
    (hF : ∀ G, g G ≠ 0 → HasDerivAt F (dF G) (g G)) :
    HasDerivAt (fun V => xcEnergy e w n c ((V / Ω) ^ (1 / 3 : ℝ)))
      (-((w * ∑ i, v i * (n i + c 1 i) - xcEnergy e w n c 1) / Ω
        + w / (3 * Ω ^ 2) * ∑ i, ∑ G, v i * g G * dF G * a i G)) Ω :=
  (volume_derivative hΩ (strain_derivative hΩ hc he hF)).congr_deriv (by ring)
```

The stated derivative is $dE/dV=-P$, with

$$P=\frac{w\sum_i v_i\rho_i-E(1)}{\Omega}+\frac{w}{3\Omega^2}\sum_{i,G}v_i\,g_G\,F'(g_G)\,a_{iG}.$$

It follows by dividing the strain derivative by $3\Omega$. In the numerical instance, $P=-2.25+0.5=-1.75$.

One simplification in this model is the fixed set of numbers $n_i$: the valence density is only diluted, whereas real orbitals relax under strain. Ignoring that relaxation to first order relies on the total energy being stationary with respect to the orbitals, which is not a hypothesis here.

## Local-density exchange

```lean
/-- For local-density exchange `-C ρ^(4/3)` with nonnegative total density and positive cell
volume, the strain derivative is minus the energy, less the form-factor term of the core. `F` has
derivative `dF G` at each nonzero wave number. -/
theorem exchange_strain_derivative (C : ℝ) (hΩ : 0 < Ω) (hc : IsCoreDensity Ω F g a c)
    (hρ : ∀ i, 0 ≤ n i + c 1 i)
    (hF : ∀ G, g G ≠ 0 → HasDerivAt F (dF G) (g G)) :
    HasDerivAt (xcEnergy (fun ρ => -C * ρ ^ (4 / 3 : ℝ)) w n c)
      (-xcEnergy (fun ρ => -C * ρ ^ (4 / 3 : ℝ)) w n c 1
        - w / Ω * ∑ i, ∑ G,
          (-(4 / 3) * C * (n i + c 1 i) ^ (1 / 3 : ℝ)) * g G * dF G * a i G) 1 := by
  have he : ∀ i, HasDerivAt (fun ρ : ℝ => -C * ρ ^ (4 / 3 : ℝ))
      (-(4 / 3) * C * (n i + c 1 i) ^ (1 / 3 : ℝ)) (n i + c 1 i) := by
    intro i
    have h := (Real.hasDerivAt_rpow_const (x := n i + c 1 i) (p := 4 / 3)
      (Or.inr (by norm_num))).const_mul (-C)
    refine h.congr_deriv ?_
    rw [show (4 / 3 : ℝ) - 1 = 1 / 3 by norm_num]
    ring
  -- homogeneity: potential times density is 4/3 of the energy density
  have hE : 3 * w * ∑ i, (-(4 / 3) * C * (n i + c 1 i) ^ (1 / 3 : ℝ)) * (n i + c 1 i)
      = 4 * xcEnergy (fun ρ => -C * ρ ^ (4 / 3 : ℝ)) w n c 1 := by
    simp only [xcEnergy, one_pow, div_one, one_mul, Finset.mul_sum]
    refine Finset.sum_congr rfl fun i _ => ?_
    have h : (n i + c 1 i) ^ (4 / 3 : ℝ) = (n i + c 1 i) ^ (1 / 3 : ℝ) * (n i + c 1 i) := by
      rw [← Real.rpow_add_one' (hρ i) (by norm_num)]
      norm_num
    rw [h]
    ring
  refine (strain_derivative hΩ hc he hF).congr_deriv ?_
  linear_combination -hE

end

end CoreCorrectionStress
```

For exchange, $e(\rho)=-C\rho^{4/3}$. The constant $C$ sets the exchange strength of the uniform electron gas, $\tfrac34(3/\pi)^{1/3}$ in Hartree atomic units without spin polarisation; the theorem holds for any real $C$. The potential is $v_i=-\tfrac43C\rho_i^{1/3}$, so $v_i\rho_i=\tfrac43e(\rho_i)$ and $3w\sum_i v_i\rho_i=4E(1)$. Hence

$$E'(1)=-E(1)-\frac w\Omega\sum_{i,G}v_i\,g_G\,F'(g_G)\,a_{iG}.$$

The term $-E(1)$ is the familiar scaling of exchange as inverse length; the rest comes from the core keeping its size. In Lean, `he` supplies the potential, `hE` the factor of four, and `linear_combination` combines them with the general formula. The hypothesis `hρ` asks for nonnegative total density at every grid point, a condition that a truncated Fourier series for the core can violate where the valence density is small.

```lean
#print axioms CoreCorrectionStress.phase_invariant
#print axioms CoreCorrectionStress.xc_pressure
#print axioms CoreCorrectionStress.exchange_strain_derivative
```

```
'CoreCorrectionStress.phase_invariant' depends on axioms: [propext, Classical.choice, Quot.sound]
'CoreCorrectionStress.xc_pressure' depends on axioms: [propext, Classical.choice, Quot.sound]
'CoreCorrectionStress.exchange_strain_derivative' depends on axioms: [propext, Classical.choice, Quot.sound]
```
